# The grand partition function of an open N-site chain with nearest-neighbour exclusion lies between λ^N and λ^(N+1) at non-negative activity

The model, in namespace `HardCoreChain`, is a lattice gas on a finite open chain of N sites: each site is empty or singly occupied, no two neighbours are both occupied, and there is no other interaction and no hopping. `Z N z` is the grand partition function at activity z, the sum of the unnormalised weights z^|S| over the allowed sets S of occupied sites, and `lam z` is λ = (1 + √(1 + 4z))/2. The failing declaration `Z_bounds` states λ^N ≤ Z_N(z) ≤ λ^(N+1) for every natural number N and every real z ≥ 0. The attempt is a two-step recursion: N = 0 and N = 1 are treated directly, and the step combines `Z_rec`, Z_(N+2) = Z_(N+1) + z Z_N, with the same recursion for powers of λ, which follows from λ² = λ + z in `lam_spec`.

This version doesn't compile in Lean 4 with Mathlib:

```lean
import Mathlib

open Finset Filter Topology

namespace HardCoreChain

noncomputable section

/-- Allowed configurations of the open chain with sites `0, …, N-1`: sets of occupied sites
in which no two occupied sites are nearest neighbours. -/
def configs (N : ℕ) : Finset (Finset ℕ) :=
  (range N).powerset.filter (fun S => ∀ i ∈ S, i + 1 ∉ S)

/-- Grand partition function of the chain of `N` sites at activity `z`. -/
def Z (N : ℕ) (z : ℝ) : ℝ := ∑ S ∈ configs N, z ^ S.card

/-- The growth factor `λ(z) = (1 + √(1 + 4z)) / 2`. -/
def lam (z : ℝ) : ℝ := (1 + Real.sqrt (1 + 4 * z)) / 2

/-- A set of sites is allowed exactly when all its sites lie on the chain and no occupied site has its
right neighbour occupied. -/
theorem mem_configs {N : ℕ} {S : Finset ℕ} :
    S ∈ configs N ↔ (∀ i ∈ S, i < N) ∧ ∀ i ∈ S, i + 1 ∉ S := by
  simp [configs, subset_iff]

/-- The sum of a function of the particle number over the chain of `N+2` sites is the sum over
`N+1` sites plus the sum over `N` sites with one particle added. -/
theorem sum_split {M : Type*} [AddCommMonoid M] (f : ℕ → M) (N : ℕ) :
    ∑ S ∈ configs (N + 2), f S.card
      = ∑ S ∈ configs (N + 1), f S.card + ∑ S ∈ configs N, f (S.card + 1) := by
  have hn : ∀ S ∈ configs N, N + 1 ∉ S := fun S hS h => by
    have := (mem_configs.1 hS).1 _ h
    omega
  -- the last site is empty, or it is occupied and then its neighbour is empty
  have hU : configs (N + 2) = configs (N + 1) ∪ (configs N).image (insert (N + 1)) := by
    ext S
    simp only [mem_union, mem_image, mem_configs]
    constructor
    · rintro ⟨h1, h2⟩
      by_cases h : N + 1 ∈ S
      · right
        refine ⟨S.erase (N + 1), ⟨?_, ?_⟩, insert_erase h⟩
        · intro i hi
          rw [mem_erase] at hi
          have a1 := h1 i hi.2
          have a2 : i ≠ N := fun e => h2 i hi.2 (by rw [e]; exact h)
          have a3 := hi.1
          omega
        · intro i hi hj
          exact h2 i (mem_of_mem_erase hi) (mem_of_mem_erase hj)
      · left
        refine ⟨fun i hi => ?_, h2⟩
        have a1 := h1 i hi
        have a2 : i ≠ N + 1 := fun e => h (by rw [← e]; exact hi)
        omega
    · rintro (⟨h1, h2⟩ | ⟨T, ⟨h1, h2⟩, rfl⟩)
      · exact ⟨fun i hi => by have := h1 i hi; omega, h2⟩
      · constructor
        · intro i hi
          rcases mem_insert.1 hi with e | e
          · omega
          · have := h1 i e
            omega
        · intro i hi hj
          rcases mem_insert.1 hi with e | e <;> rcases mem_insert.1 hj with e' | e'
          · omega
          · have := h1 _ e'
            omega
          · have := h1 _ e
            omega
          · exact h2 i e e'
  have hD : Disjoint (configs (N + 1)) ((configs N).image (insert (N + 1))) := by
    rw [disjoint_left]
    intro S hS hS'
    obtain ⟨T, _, rfl⟩ := mem_image.1 hS'
    have := (mem_configs.1 hS).1 (N + 1) (mem_insert_self _ _)
    omega
  have hI : Set.InjOn (insert (N + 1) : Finset ℕ → Finset ℕ) (configs N : Set (Finset ℕ)) := by
    intro S hS T hT e
    calc S = (insert (N + 1) S).erase (N + 1) := (erase_insert (hn S (mem_coe.1 hS))).symm
      _ = (insert (N + 1) T).erase (N + 1) := by rw [e]
      _ = T := erase_insert (hn T (mem_coe.1 hT))
  rw [hU, sum_union hD, sum_image hI]
  congr 1
  exact sum_congr rfl fun S hS => by rw [card_insert_of_notMem (hn S hS)]

/-- The grand partition function obeys `Z(N+2) = Z(N+1) + z Z(N)`. -/
theorem Z_rec (N : ℕ) (z : ℝ) : Z (N + 2) z = Z (N + 1) z + z * Z N z := by
  have h := sum_split (fun n => z ^ n) N
  simp only [Z]
  rw [mul_sum]
  simpa only [pow_succ'] using h

/-- For non-negative activity, `λ ≥ 1` and `λ² = λ + z`. -/
theorem lam_spec {z : ℝ} (hz : 0 ≤ z) : 1 ≤ lam z ∧ lam z ^ 2 = lam z + z := by
  have hs : Real.sqrt (1 + 4 * z) ^ 2 = 1 + 4 * z := Real.sq_sqrt (by linarith)
  have h1 : 1 ≤ Real.sqrt (1 + 4 * z) := by nlinarith [Real.sqrt_nonneg (1 + 4 * z)]
  unfold lam
  constructor
  · linarith
  · linear_combination (1 / 4) * hs

/-- For non-negative activity the grand partition function lies between `λ^N` and `λ^(N+1)`. -/
theorem Z_bounds (z : ℝ) (hz : 0 ≤ z) :
    ∀ N : ℕ, lam z ^ N ≤ Z N z ∧ Z N z ≤ lam z ^ (N + 1)
  | 0 => by
    have c0 : configs 0 = {∅} := by decide
    simpa [Z, c0] using (lam_spec hz).1
  | 1 => by
    have c1 : configs 1 = {∅, {0}} := by decide
    have hZ : Z 1 z = 1 + z := by
      rw [Z, c1, sum_pair (by decide)]
      simp
    obtain ⟨h1, h2⟩ := lam_spec hz
    rw [hZ]
    constructor <;> nlinarith [sq_nonneg (lam z - 1)]
  | N + 2 => by
    obtain ⟨a1, a2⟩ := Z_bounds z hz N
    obtain ⟨b1, b2⟩ := Z_bounds z hz (N + 1)
    -- powers of λ obey the same recursion as Z
    have e : ∀ n : ℕ, lam z ^ (n + 2) = lam z ^ (n + 1) + z * lam z ^ n := fun n => by
      linear_combination lam z ^ n * (lam_spec hz).2
    have e2 : lam z ^ (N + 2 + 1) = lam z ^ (N + 1 + 1) + z * lam z ^ (N + 1) := e (N + 1)
    rw [Z_rec, e2, e N]
    constructor
    · linarith [mul_le_mul_of_nonneg_left a1 hz]
    · linarith [mul_le_mul_of_nonneg_left a2 hz]

end

end HardCoreChain
```

Messages:

```
Main.lean:116:20: error: linarith failed to find a contradiction
case right
z : ℝ
hz : 0 ≤ z
c1 : configs 1 = {∅, {0}}
hZ : Z 1 z = 1 + z
h1 : 1 ≤ lam z
h2 : lam z ^ 2 = lam z + z
a✝ : lam z ^ (1 + 1) < 1 + z
⊢ False
failed
Main.lean:127:6: error: linarith failed to find a contradiction
case right
z : ℝ
hz : 0 ≤ z
N : ℕ
a1 : lam z ^ N ≤ Z N z
a2 : Z N z ≤ lam z ^ (N + 1)
b1 : lam z ^ (N + 1) ≤ Z (N + 1) z
b2 : Z (N + 1) z ≤ lam z ^ (N + 1 + 1)
e : ∀ (n : ℕ), lam z ^ (n + 2) = lam z ^ (n + 1) + z * lam z ^ n
e2 : lam z ^ (N + 2 + 1) = lam z ^ (N + 1 + 1) + z * lam z ^ (N + 1)
a✝ : lam z ^ (N + 1) + z * lam z ^ N + z * lam z ^ (N + 1) < Z (N + 1) z + z * Z N z
⊢ False
failed
```

After these edits no error is left:

```diff
@@ -114,5 +114,9 @@
     obtain ⟨h1, h2⟩ := lam_spec hz
     rw [hZ]
-    constructor <;> nlinarith [sq_nonneg (lam z - 1)]
+    have h3 : lam z ^ (1 + 1) = lam z + z := h2
+    rw [h3, pow_one]
+    constructor
+    · nlinarith [sq_nonneg (lam z - 1)]
+    · linarith
   | N + 2 => by
     obtain ⟨a1, a2⟩ := Z_bounds z hz N
@@ -122,8 +126,7 @@
       linear_combination lam z ^ n * (lam_spec hz).2
     have e2 : lam z ^ (N + 2 + 1) = lam z ^ (N + 1 + 1) + z * lam z ^ (N + 1) := e (N + 1)
-    rw [Z_rec, e2, e N]
-    constructor
-    · linarith [mul_le_mul_of_nonneg_left a1 hz]
-    · linarith [mul_le_mul_of_nonneg_left a2 hz]
+    rw [Z_rec]
+    exact ⟨(e N).le.trans (add_le_add b1 (mul_le_mul_of_nonneg_left a1 hz)),
+      (add_le_add b2 (mul_le_mul_of_nonneg_left a2 hz)).trans e2.ge⟩
 
 end
```

First message: in the upper bound for N = 1, the goal has `lam z ^ (1 + 1)` while `h2` has `lam z ^ 2`. The parser shared by `linarith` and `nlinarith` expands a power only when its exponent is a numeral. It reads `lam z ^ 2` as the square of `lam z`, but keeps `lam z ^ (1 + 1)` as an unrelated atom, so `h2` says nothing about the goal. The repair restates `h2` as `h3` with exponent `1 + 1`, which Lean accepts because the two exponents are equal by computation. Rewriting with `h3` turns the goal into `1 + z ≤ lam z + z`, which `linarith` gets from `h1`. The lower bound raised no error; `pow_one` is tidying.

Second message: in the upper bound of the step, `e2` introduced `lam z ^ (N + 1 + 1)`. The rewrite `e N`, needed for the lower bound, matched that term too, as `a✝` shows: it became `lam z ^ (N + 1) + z * lam z ^ N`. But `b2` still has the unexpanded power. The link is the instance `e N`, present only under the quantifier in `e` and not passed to `linarith`. The repair rewrites only with `Z_rec`, adds `b2` to z times `a2`, and closes with `e2.ge`. Since the goal is no longer rewritten with `e N`, the lower bound now uses it explicitly as `(e N).le`, followed by `b1` plus z times `a1`.
